# Replacing a gapped spectral projector by an erfc density operator costs at most exp(−b²g²/4)/2 in operator norm

## Hamiltonian, gap and smearing

Let E be a finite-dimensional complex inner product space of dimension n, and H a Hermitian operator on it with orthonormal eigenvectors φᵢ and real eigenvalues εᵢ, where i = 0, …, n − 1. The inner product ⟨·,·⟩ is conjugate-linear in its first argument. For a real function f, the operator f(H) is

f(H)v = Σᵢ f(εᵢ) ⟨φᵢ, v⟩ φᵢ.

The real number μ is the chemical potential. The number g > 0 describes the gap: every eigenvalue is at distance at least g/2 from μ. If μ lies midway between the highest occupied and the lowest empty level, g can be the whole gap between them. The parameter b > 0 is an inverse energy, and 1/b sets the width over which the occupation falls from one to zero. The two operators compared are

F = erfc(b(H − μ))/2,  P = the projector on eigenvectors with eigenvalue below μ,

and the claim is that, for every v in E,

‖(F − P)v‖ ≤ exp(−b²g²/4)/2 · ‖v‖.

Here H is a one-particle Hamiltonian, and F and P are one-particle density operators: their traces are sums of occupations and are not normalised to one. In a polynomial Fermi-operator expansion for a non-interacting or fixed mean-field Hamiltonian in a finite basis, a polynomial in H approximates a smooth occupation function such as this one. The bound controls the error of the smoothing. It says nothing about the polynomial's own error, its degree, or the sparsity of the matrices.

```lean
import Mathlib

open MeasureTheory Set

namespace ErfcFermiOperator

noncomputable section
```

The complementary error function is defined by its Gaussian integral:

erfc(x) = (2/√π) ∫ₓ^∞ exp(−t²) dt.

```lean
/-- The complementary error function, defined by its Gaussian integral. -/
def erfc (x : ℝ) : ℝ := 2 / √Real.pi * ∫ t in Ioi x, Real.exp (-t ^ 2)
```

## Reflection and a Gaussian bound for erfc

The Gaussian is integrable over the whole line, so its integral may be split at any point.

```lean
lemma integrable_gauss : Integrable (fun t : ℝ => Real.exp (-t ^ 2)) := by
  simpa using integrable_exp_neg_mul_sq (one_pos : (0 : ℝ) < 1)
```

The integrand is positive, hence erfc(x) ≥ 0.

```lean
lemma erfc_nonneg (x : ℝ) : 0 ≤ erfc x :=
  mul_nonneg (by positivity) (integral_nonneg fun _ => (Real.exp_pos _).le)
```

The full Gaussian integral is √π. Splitting it at −x and substituting t → −t in the left part gives

∫₋ₓ^∞ exp(−t²) dt = √π − ∫ₓ^∞ exp(−t²) dt.

Multiplication by 2/√π yields erfc(−x) = 2 − erfc(x). In the proof, `h1` is the substitution, `h2` the splitting and `h3` the value √π.

```lean
/-- Reflection of the complementary error function about the origin. -/
theorem erfc_neg (x : ℝ) : erfc (-x) = 2 - erfc x := by
  have h1 := integral_comp_neg_Ioi x (fun t : ℝ => Real.exp (-t ^ 2))
  simp only [neg_sq] at h1
  have h2 := integral_add_compl (measurableSet_Iic (a := -x)) integrable_gauss
  rw [compl_Iic] at h2
  have h3 : ∫ t : ℝ, Real.exp (-t ^ 2) = √Real.pi := by
    simpa using integral_gaussian 1
  have h4 : ∫ t in Ioi (-x), Real.exp (-t ^ 2)
      = √Real.pi - ∫ t in Ioi x, Real.exp (-t ^ 2) := by linarith
  have hne : √Real.pi ≠ 0 := (Real.sqrt_pos.2 Real.pi_pos).ne'
  unfold erfc
  rw [h4, mul_sub, div_mul_cancel₀ _ hne]
```

For x ≥ 0, put t = s + x. The cross term 2sx is nonnegative, so

(s + x)² ≥ s² + x²,

∫ₓ^∞ exp(−t²) dt ≤ exp(−x²) ∫₀^∞ exp(−s²) ds = exp(−x²) √π/2.

The prefactor 2/√π cancels √π/2, which leaves erfc(x) ≤ exp(−x²). Here `h1` shifts the variable, `h2` drops the cross term and `h3` evaluates the half-line integral.

```lean
/-- For `x ≥ 0` the complementary error function is at most `exp(-x²)`. -/
theorem erfc_le_gaussian {x : ℝ} (hx : 0 ≤ x) : erfc x ≤ Real.exp (-x ^ 2) := by
  -- shift the integration variable so that the integral starts at zero
  have h1 : ∫ t in Ioi x, Real.exp (-t ^ 2)
      = ∫ s in Ioi (0 : ℝ), Real.exp (-(s + x) ^ 2) := by
    rw [← integral_indicator measurableSet_Ioi, ← integral_indicator measurableSet_Ioi,
      ← integral_add_right_eq_self ((Ioi x).indicator fun t : ℝ => Real.exp (-t ^ 2)) x]
    congr 1
    ext s
    simp [Set.indicator_apply]
  -- drop the cross term in the exponent
  have h2 : ∫ s in Ioi (0 : ℝ), Real.exp (-(s + x) ^ 2)
      ≤ ∫ s in Ioi (0 : ℝ), Real.exp (-x ^ 2) * Real.exp (-s ^ 2) := by
    refine setIntegral_mono_on (integrable_gauss.comp_add_right x).integrableOn
      (integrable_gauss.const_mul _).integrableOn measurableSet_Ioi ?_
    intro s hs
    have hs' : 0 < s := hs
    rw [← Real.exp_add]
    exact Real.exp_le_exp.2 (by nlinarith [mul_nonneg hs'.le hx])
  have h3 : ∫ s in Ioi (0 : ℝ), Real.exp (-s ^ 2) = √Real.pi / 2 := by
    simpa using integral_gaussian_Ioi 1
  rw [integral_const_mul, h3] at h2
  have hne : √Real.pi ≠ 0 := (Real.sqrt_pos.2 Real.pi_pos).ne'
  unfold erfc
  rw [h1]
  calc _ ≤ 2 / √Real.pi * (Real.exp (-x ^ 2) * (√Real.pi / 2)) :=
        mul_le_mul_of_nonneg_left h2 (by positivity)
    _ = Real.exp (-x ^ 2) := by field_simp
```

## The occupation error at a single energy

The sharp occupation is one for ε < μ and zero otherwise. A level exactly at μ counts as empty, a convention that the gap condition makes irrelevant to the main bound.

```lean
/-- The zero-temperature occupation: one below `μ`, zero otherwise. -/
def step (μ ε : ℝ) : ℝ := if ε < μ then 1 else 0
```

Write y = b|ε − μ|. For ε ≥ μ the sharp occupation is zero and the error is erfc(y)/2. For ε < μ the reflection formula gives

erfc(−y)/2 − 1 = (2 − erfc(y))/2 − 1 = −erfc(y)/2.

In both cases the absolute error is exactly erfc(b|ε − μ|)/2. The proof makes the same case distinction with `split_ifs`.

```lean
/-- The absolute error of the smeared occupation at energy `ε` is half the complementary error
function of the scaled distance to `μ`. -/
theorem occupation_error (b μ ε : ℝ) :
    |erfc (b * (ε - μ)) / 2 - step μ ε| = erfc (b * |ε - μ|) / 2 := by
  unfold step
  split_ifs with h
  · have h1 := erfc_neg (b * (ε - μ))
    have h2 := erfc_nonneg (-(b * (ε - μ)))
    rw [abs_of_neg (sub_neg.2 h), mul_neg, abs_of_nonpos (by linarith)]
    linarith
  · have h1 := erfc_nonneg (b * (ε - μ))
    rw [abs_of_nonneg (sub_nonneg.2 (not_lt.1 h)), sub_zero, abs_of_nonneg (by linarith)]
```

## Functions of the Hamiltonian

In Lean, H is a linear map with the hypothesis `H.IsSymmetric`, which means ⟨Hv, w⟩ = ⟨v, Hw⟩. In an orthonormal basis this says that the matrix of H is Hermitian. The eigenvalues εᵢ, repeated according to multiplicity, are `level hH i`.

```lean
variable {E : Type*} [NormedAddCommGroup E] [InnerProductSpace ℂ E] [FiniteDimensional ℂ E]
  {H : E →ₗ[ℂ] E}

/-- The eigenvalues of `H`, listed with multiplicity. -/
def level (hH : H.IsSymmetric) : Fin (Module.finrank ℂ E) → ℝ := hH.eigenvalues rfl
```

The eigenvectors φᵢ are `orbital hH i`.

```lean
/-- An orthonormal basis of eigenvectors of `H`. -/
def orbital (hH : H.IsSymmetric) : OrthonormalBasis (Fin (Module.finrank ℂ E)) ℂ E :=
  hH.eigenvectorBasis rfl
```

They satisfy Hφᵢ = εᵢφᵢ.

```lean
lemma apply_orbital (hH : H.IsSymmetric) (i : Fin (Module.finrank ℂ E)) :
    H (orbital hH i) = (level hH i : ℂ) • orbital hH i :=
  hH.apply_eigenvectorBasis rfl i
```

The operator f(H) is the sum given at the start, together with the check that it is linear in v.

```lean
/-- The operator `f(H)`, which multiplies each eigenvector component by `f` of its eigenvalue. -/
def spectralFun (hH : H.IsSymmetric) (f : ℝ → ℝ) : E →ₗ[ℂ] E where
  toFun v := ∑ i, ((f (level hH i) : ℂ) * inner ℂ (orbital hH i) v) • orbital hH i
  map_add' v w := by simp [mul_add, add_smul, Finset.sum_add_distrib]
  map_smul' c v := by simp [Finset.smul_sum, smul_smul, mul_left_comm]
```

By orthonormality, its components are

⟨φᵢ, f(H)v⟩ = f(εᵢ) ⟨φᵢ, v⟩.

```lean
lemma inner_spectralFun (hH : H.IsSymmetric) (f : ℝ → ℝ) (v : E)
    (i : Fin (Module.finrank ℂ E)) :
    inner ℂ (orbital hH i) (spectralFun hH f v)
      = (f (level hH i) : ℂ) * inner ℂ (orbital hH i) v :=
  (orbital hH).orthonormal.inner_right_fintype _ i
```

Two vectors with equal components in this basis are equal, since v = Σᵢ ⟨φᵢ, v⟩ φᵢ.

```lean
lemma ext_orbital (hH : H.IsSymmetric) {v w : E}
    (h : ∀ i, inner ℂ (orbital hH i) v = inner ℂ (orbital hH i) w) : v = w := by
  rw [← (orbital hH).sum_repr' v, ← (orbital hH).sum_repr' w]
  exact Finset.sum_congr rfl fun i _ => by rw [h i]
```

The definition uses one particular eigenbasis, but the operator does not depend on that choice. If Hv = εv, the symmetry of H gives

εᵢ ⟨φᵢ, v⟩ = ⟨Hφᵢ, v⟩ = ⟨φᵢ, Hv⟩ = ε ⟨φᵢ, v⟩.

So either ⟨φᵢ, v⟩ = 0 or εᵢ = ε, and in both cases f(εᵢ)⟨φᵢ, v⟩ = f(ε)⟨φᵢ, v⟩. Hence f(H)v = f(ε)v for every eigenvector, including any combination within a degenerate level.

```lean
/-- On every eigenvector of `H` with eigenvalue `ε`, the operator `f(H)` acts as `f(ε)`. -/
theorem spectralFun_eigenvector (hH : H.IsSymmetric) (f : ℝ → ℝ) {v : E} {ε : ℝ}
    (hv : H v = (ε : ℂ) • v) : spectralFun hH f v = (f ε : ℂ) • v := by
  refine ext_orbital hH fun i => ?_
  rw [inner_spectralFun, inner_smul_right]
  have h := hH (orbital hH i) v
  rw [apply_orbital, hv, inner_smul_left, inner_smul_right, Complex.conj_ofReal] at h
  -- a component is nonzero only if its level equals `ε`
  by_cases hc : inner ℂ (orbital hH i) v = 0
  · rw [hc, mul_zero, mul_zero]
  · rw [Complex.ofReal_injective (mul_right_cancel₀ hc h)]
```

## The smeared density operator and the projector

F is f(H) for the occupation f(ε) = erfc(b(ε − μ))/2.

```lean
/-- The smeared density operator `F = erfc(b(H - μ))/2`. -/
def smearedDensity (hH : H.IsSymmetric) (b μ : ℝ) : E →ₗ[ℂ] E :=
  spectralFun hH fun ε => erfc (b * (ε - μ)) / 2
```

P is f(H) for the sharp occupation. By the eigenvector rule it keeps eigenvectors below μ and annihilates the others.

```lean
/-- The projector `P` onto the eigenvectors of `H` with eigenvalue below `μ`. -/
def projector (hH : H.IsSymmetric) (μ : ℝ) : E →ₗ[ℂ] E := spectralFun hH (step μ)
```

Let sᵢ be the sharp occupation of εᵢ. Since sᵢ² = sᵢ, applying P twice is the same as applying it once. Since sᵢ is real,

⟨Pv, w⟩ = Σᵢ sᵢ ⟨v, φᵢ⟩⟨φᵢ, w⟩ = ⟨v, Pw⟩.

P is therefore an orthogonal projector.

```lean
/-- The operator `P` is idempotent and symmetric. -/
theorem projector_isProjection (hH : H.IsSymmetric) (μ : ℝ) :
    (∀ v, projector hH μ (projector hH μ v) = projector hH μ v) ∧
      (projector hH μ).IsSymmetric := by
  unfold projector
  constructor
  · intro v
    refine ext_orbital hH fun i => ?_
    simp only [inner_spectralFun, step]
    split_ifs <;> simp
  · intro v w
    rw [← (orbital hH).sum_inner_mul_inner (spectralFun hH (step μ) v) w,
      ← (orbital hH).sum_inner_mul_inner v (spectralFun hH (step μ) w)]
    refine Finset.sum_congr rfl fun i _ => ?_
    rw [← inner_conj_symm (spectralFun hH (step μ) v) (orbital hH i), inner_spectralFun,
      inner_spectralFun, map_mul, Complex.conj_ofReal, inner_conj_symm]
    ring
```

## From eigenvalues to vectors

Suppose that |f(εᵢ) − k(εᵢ)| ≤ c for every i. Parseval's identity gives

‖(f(H) − k(H))v‖² = Σᵢ |f(εᵢ) − k(εᵢ)|² |⟨φᵢ, v⟩|² ≤ c² Σᵢ |⟨φᵢ, v⟩|² = c²‖v‖².

Taking square roots bounds the error by c‖v‖. The Lean proof first passes to squares and then compares the two sums term by term.

```lean
/-- If two functions differ by at most `c` on the spectrum of `H`, the operators they define
differ by at most `c` on every normalised vector. -/
theorem norm_spectralFun_sub_le (hH : H.IsSymmetric) (f k : ℝ → ℝ) {c : ℝ} (hc : 0 ≤ c)
    (h : ∀ i, |f (level hH i) - k (level hH i)| ≤ c) (v : E) :
    ‖spectralFun hH f v - spectralFun hH k v‖ ≤ c * ‖v‖ := by
  refine (sq_le_sq₀ (norm_nonneg _) (by positivity)).1 ?_
  -- Parseval's identity on both sides
  rw [mul_pow, ← (orbital hH).sum_sq_norm_inner_right (spectralFun hH f v - spectralFun hH k v),
    ← (orbital hH).sum_sq_norm_inner_right v, Finset.mul_sum]
  refine Finset.sum_le_sum fun i _ => ?_
  rw [inner_sub_right, inner_spectralFun, inner_spectralFun, ← sub_mul, ← Complex.ofReal_sub,
    norm_mul, Complex.norm_real, Real.norm_eq_abs, mul_pow]
  exact mul_le_mul_of_nonneg_right (pow_le_pow_left₀ (abs_nonneg _) (h i) 2) (sq_nonneg _)
```

For F and P the difference at εᵢ is erfc(b|εᵢ − μ|)/2. Since b > 0 and g > 0, the gap condition gives b|εᵢ − μ| ≥ bg/2 > 0, so

erfc(b|εᵢ − μ|)/2 ≤ exp(−b²|εᵢ − μ|²)/2 ≤ exp(−b²g²/4)/2.

This is the constant c needed above. The hypothesis `hgap` states the gap condition for every real eigenvalue, which loses nothing because a Hermitian operator has no others. It does not require levels on both sides of μ. In the proof, `h1` squares the gap inequality, `h2` is the Gaussian bound on erfc and `h3` compares the exponentials.

```lean
/-- If every eigenvalue of `H` is at least `g/2` away from `μ`, the smeared density operator
differs from the projector by at most `exp(-b²g²/4)/2` on every normalised vector. -/
theorem smearedDensity_error (hH : H.IsSymmetric) {b g μ : ℝ} (hb : 0 < b) (hg : 0 < g)
    (hgap : ∀ ε : ℝ, Module.End.HasEigenvalue H (ε : ℂ) → g / 2 ≤ |ε - μ|) (v : E) :
    ‖(smearedDensity hH b μ - projector hH μ) v‖
      ≤ Real.exp (-(b ^ 2 * g ^ 2 / 4)) / 2 * ‖v‖ := by
  rw [LinearMap.sub_apply]
  refine norm_spectralFun_sub_le hH _ _ (by positivity) (fun i => ?_) v
  have hev : Module.End.HasEigenvalue H (level hH i : ℂ) :=
    Module.End.hasEigenvalue_of_hasEigenvector
      ⟨Module.End.mem_eigenspace_iff.2 (apply_orbital hH i), (orbital hH).orthonormal.ne_zero i⟩
  have h1 := pow_le_pow_left₀ (by positivity)
    (mul_le_mul_of_nonneg_left (hgap _ hev) hb.le) 2
  have h2 := erfc_le_gaussian (mul_nonneg hb.le (abs_nonneg (level hH i - μ)))
  have h3 : Real.exp (-(b * |level hH i - μ|) ^ 2) ≤ Real.exp (-(b ^ 2 * g ^ 2 / 4)) :=
    Real.exp_le_exp.2 (by linarith)
  rw [occupation_error]
  linarith
```

On an eigenvector with eigenvalue ε, both operators act as numbers, and the error is known exactly:

‖(F − P)v‖ = erfc(b|ε − μ|)/2 · ‖v‖.

This equality needs neither a gap nor a positive b.

```lean
/-- On an eigenvector with eigenvalue `ε` the error of the smeared density operator has norm
exactly `erfc(b|ε - μ|)/2` times that of the vector. -/
theorem smearedDensity_error_eigenvector (hH : H.IsSymmetric) (b μ : ℝ) {v : E} {ε : ℝ}
    (hv : H v = (ε : ℂ) • v) :
    ‖(smearedDensity hH b μ - projector hH μ) v‖ = erfc (b * |ε - μ|) / 2 * ‖v‖ := by
  have hF : smearedDensity hH b μ v = ((erfc (b * (ε - μ)) / 2 : ℝ) : ℂ) • v :=
    spectralFun_eigenvector hH _ hv
  have hP : projector hH μ v = (step μ ε : ℂ) • v := spectralFun_eigenvector hH _ hv
  rw [LinearMap.sub_apply, hF, hP, ← sub_smul, ← Complex.ofReal_sub, norm_smul,
    Complex.norm_real, Real.norm_eq_abs, occupation_error]
```

To choose b > 0 for a given g > 0 and a tolerance δ > 0, require exp(−b²g²/4)/2 ≤ δ. Taking logarithms turns this into

log(1/(2δ)) ≤ b²g²/4.

The condition is sufficient. For fixed δ < 1/2 the smallest b it allows scales as 1/g; for δ ≥ 1/2 every b > 0 satisfies it.

```lean
/-- If every eigenvalue of `H` is at least `g/2` away from `μ`, the error of the smeared density
operator on normalised vectors is at most `δ` once `b²g²/4` is at least `log(1/(2δ))`. -/
theorem smearedDensity_error_le_tolerance (hH : H.IsSymmetric) {b g μ δ : ℝ} (hb : 0 < b)
    (hg : 0 < g) (hδ : 0 < δ)
    (hgap : ∀ ε : ℝ, Module.End.HasEigenvalue H (ε : ℂ) → g / 2 ≤ |ε - μ|)
    (hbδ : Real.log (1 / (2 * δ)) ≤ b ^ 2 * g ^ 2 / 4) (v : E) :
    ‖(smearedDensity hH b μ - projector hH μ) v‖ ≤ δ * ‖v‖ := by
  refine (smearedDensity_error hH hb hg hgap v).trans ?_
  rw [one_div, Real.log_inv] at hbδ
  have h1 : Real.exp (-(b ^ 2 * g ^ 2 / 4)) ≤ Real.exp (Real.log (2 * δ)) :=
    Real.exp_le_exp.2 (by linarith)
  rw [Real.exp_log (by positivity)] at h1
  exact mul_le_mul_of_nonneg_right (by linarith) (norm_nonneg v)

end

end ErfcFermiOperator
```

```lean
#print axioms ErfcFermiOperator.projector_isProjection
#print axioms ErfcFermiOperator.smearedDensity_error
#print axioms ErfcFermiOperator.smearedDensity_error_eigenvector
#print axioms ErfcFermiOperator.smearedDensity_error_le_tolerance
```

```
'ErfcFermiOperator.projector_isProjection' depends on axioms: [propext, Classical.choice, Quot.sound]
'ErfcFermiOperator.smearedDensity_error' depends on axioms: [propext, Classical.choice, Quot.sound]
'ErfcFermiOperator.smearedDensity_error_eigenvector' depends on axioms: [propext, Classical.choice, Quot.sound]
'ErfcFermiOperator.smearedDensity_error_le_tolerance' depends on axioms: [propext, Classical.choice, Quot.sound]
```

## Two levels at ±1

Take two orthonormal site orbitals with zero site energy and coupling 1, in some unit of energy:

H = [[0, 1], [1, 0]].

The eigenvalues are −1 and 1. With μ = 0, g = 2 and b = 2, the bound is

exp(−4)/2 ≈ 0.0092.

The occupation error is +erfc(2)/2 on the upper level and −erfc(2)/2 on the lower one, so

F − P = (erfc(2)/2) H ≈ 0.0023 H.

Since H preserves norms here, every normalised vector has an error of about 0.0023, a quarter of the bound. For δ = 10⁻⁶ the criterion reads b² ≥ log(500000) ≈ 13.12, so b = 3.63 is enough.

## Fermi–Dirac smearing

The same route works for the occupation 1/(1 + exp(β(ε − μ))) with inverse temperature β > 0, though this case is argued here in prose alone. Its reflection property makes the occupation error 1/(1 + exp(β|ε − μ|)), and Parseval's identity then gives, under the same gap condition,

‖(F_β − P)v‖ ≤ ‖v‖/(1 + exp(βg/2)) ≤ exp(−βg/2) ‖v‖,

where F_β is the Fermi–Dirac density operator. The exponent is linear in the gap, whereas for erfc it is quadratic.
